# For a positive definite Hessian, the shortened Newton step minimises the quadratic model on the ball exactly when the gradient is an eigenvector

Let $E$ be a real inner product space of any dimension, whose elements are displacements of the nuclei. The gradient $g$ is a vector in $E$ and the Hessian $H$ is a linear map from $E$ to itself. Lengths, angles and the symmetry of $H$ all refer to the same inner product $\langle\cdot,\cdot\rangle$.

```lean
import Mathlib

open scoped InnerProductSpace

namespace ScaledNewtonStep

noncomputable section

variable {E : Type*} [NormedAddCommGroup E] [InnerProductSpace ℝ E]
```

The Hessian is assumed symmetric, $\langle Hx,y\rangle=\langle x,Hy\rangle$, with $\langle x,Hx\rangle>0$ for every $x\neq0$. Physically, the energy curves upwards along every displacement, as it does near a nondegenerate minimum once overall translations and rotations have been removed.

```lean
/-- The Hessian `H` is symmetric and has positive curvature along every nonzero direction. -/
def IsPosDefHessian (H : E →ₗ[ℝ] E) : Prop :=
  H.IsSymmetric ∧ ∀ x, x ≠ 0 → 0 < ⟪x, H x⟫_ℝ
```

The predicted energy change for a step $x$ is
$$m(x)=\langle g,x\rangle+\tfrac12\langle x,Hx\rangle .$$

```lean
/-- The quadratic model of the energy change for a step `x`, with gradient `g` and Hessian `H`. -/
def model (H : E →ₗ[ℝ] E) (g x : E) : ℝ := ⟪g, x⟫_ℝ + ⟪x, H x⟫_ℝ / 2
```

The Newton step $N$ is a solution of $HN=-g$. Positive definiteness makes it unique, and no inverse of $H$ is needed. Its existence is a hypothesis, which is automatic in finite dimension. Given a radius $D$, the distance up to which the model is trusted, the shortened step is $s=(D/\|N\|)\,N$, written `scaledStep D N`.

```lean
/-- The step `N` multiplied by `D / ‖N‖`. For `N ≠ 0` and `D > 0` this is the step of length `D` in
the direction of `N`. -/
def scaledStep (D : ℝ) (N : E) : E := (D / ‖N‖) • N
```

A ball minimiser is a step of length at most $D$ whose model energy is no higher than that of any other such step.

```lean
/-- The step `s` lies in the ball of radius `D` and minimises the quadratic model there. -/
def IsBallMinimiser (H : E →ₗ[ℝ] E) (g : E) (D : ℝ) (s : E) : Prop :=
  ‖s‖ ≤ D ∧ ∀ x, ‖x‖ ≤ D → model H g s ≤ model H g x
```

In a trust-radius geometry optimisation with a positive definite Hessian, the results below tell when cutting an overlong Newton step back to the radius gives the lowest model energy available within that radius. They do not concern the true energy surface, or the indefinite Hessians met near saddle points.

## (a) The length of the shortened step

**Task.** Show that $\|s\|=D$ when $D>0$ and $\|N\|>0$.

**Solution.** The factor $D/\|N\|$ is positive, so $\|s\|=(D/\|N\|)\,\|N\|=D$. The Lean proof takes the scalar out of the norm and cancels in the same way.

```lean
/-- For `D > 0`, a nonzero step `N` rescaled by `D / ‖N‖` has length `D`. -/
theorem norm_scaledStep {D : ℝ} {N : E} (hD : 0 < D) (hN : 0 < ‖N‖) :
    ‖scaledStep D N‖ = D := by
  unfold scaledStep
  rw [norm_smul, Real.norm_of_nonneg (div_pos hD hN).le, div_mul_cancel₀ _ hN.ne']
```

## (b) The model expanded about an arbitrary step

**Task.** For symmetric $H$ and any $s,d\in E$, show that
$$m(s+d)=m(s)+\langle g+Hs,d\rangle+\tfrac12\langle d,Hd\rangle .$$

**Solution.** Expanding by linearity gives
$$m(s+d)=\langle g,s\rangle+\langle g,d\rangle+\tfrac12\big(\langle s,Hs\rangle+\langle s,Hd\rangle+\langle d,Hs\rangle+\langle d,Hd\rangle\big).$$
By symmetry both cross terms equal $\langle Hs,d\rangle$, so together they contribute $\langle Hs,d\rangle$. In Lean, `h1` and `h2` are these two equalities, and `linear_combination` adds half of each. The vector $g+Hs$ is the gradient of the model at $s$.

```lean
/-- Exact expansion of the quadratic model about a step `s`, with model gradient `g + H s`. -/
theorem model_add {H : E →ₗ[ℝ] E} (hH : H.IsSymmetric) (g s d : E) :
    model H g (s + d) = model H g s + ⟪g + H s, d⟫_ℝ + ⟪d, H d⟫_ℝ / 2 := by
  have h1 : ⟪s, H d⟫_ℝ = ⟪H s, d⟫_ℝ := (hH s d).symm
  have h2 : ⟪d, H s⟫_ℝ = ⟪H s, d⟫_ℝ := real_inner_comm _ _
  unfold model
  simp only [map_add, inner_add_left, inner_add_right]
  linear_combination (h1 + h2) / 2
```

## (c) The model gradient at a ball minimiser

**Task.** Let $s$ be any ball minimiser and $\|x\|\le D$. Show that $\langle g+Hs,x-s\rangle\ge0$.

**Solution.** Put $A=\langle g+Hs,x-s\rangle$ and $B=\langle x-s,H(x-s)\rangle\ge0$. For $0\le\tau\le1$ the point $s+\tau(x-s)=(1-\tau)s+\tau x$ has length at most $(1-\tau)D+\tau D=D$. Minimality and (b) then give
$$0\le\tau\big(A+\tfrac12\tau B\big).$$
Suppose $A<0$ and choose $\tau=-A/(B-A)$, which lies in $(0,1]$. From $\tau(B-A)=-A$ we get $\tau B=\tau A-A$, hence
$$A+\tfrac12\tau B=\tfrac12(1+\tau)A<0,$$
a contradiction.

In the code, `key` is the inequality for all $\tau$ in the interval. The closing lines insert this choice of $\tau$, and `nlinarith` finds the negative sign.

```lean
/-- At a minimiser on the ball, the model does not decrease to first order towards any
other point of the ball. -/
theorem first_order {H : E →ₗ[ℝ] E} (hH : IsPosDefHessian H) {g s x : E} {D : ℝ}
    (hs : IsBallMinimiser H g D s) (hx : ‖x‖ ≤ D) : 0 ≤ ⟪g + H s, x - s⟫_ℝ := by
  by_contra hA
  have hB : 0 ≤ ⟪x - s, H (x - s)⟫_ℝ := by
    by_cases h : x - s = 0
    · simp [h]
    · exact (hH.2 _ h).le
  have key : ∀ τ : ℝ, 0 ≤ τ → τ ≤ 1 →
      0 ≤ τ * (⟪g + H s, x - s⟫_ℝ + τ * ⟪x - s, H (x - s)⟫_ℝ / 2) := by
    intro τ h0 h1
    -- the segment from s to x stays in the ball
    have hn : ‖s + τ • (x - s)‖ ≤ D := by
      have e : s + τ • (x - s) = (1 - τ) • s + τ • x := by module
      rw [e]
      refine (norm_add_le _ _).trans ?_
      rw [norm_smul, norm_smul, Real.norm_of_nonneg h0,
        Real.norm_of_nonneg (sub_nonneg.2 h1)]
      nlinarith [mul_le_mul_of_nonneg_left hs.1 (sub_nonneg.2 h1),
        mul_le_mul_of_nonneg_left hx h0]
    have h := hs.2 _ hn
    rw [model_add hH.1, map_smul, real_inner_smul_right, real_inner_smul_left,
      real_inner_smul_right] at h
    linarith
  generalize ⟪g + H s, x - s⟫_ℝ = A at hA key
  generalize ⟪x - s, H (x - s)⟫_ℝ = B at hB key
  have hA' : A < 0 := not_le.1 hA
  have hBA : 0 < B - A := by linarith
  -- a short enough move along the segment would lower the model
  have hτ : 0 < -A / (B - A) := div_pos (by linarith) hBA
  have hτ1 : -A / (B - A) ≤ 1 := (div_le_one hBA).2 (by linarith)
  have e : -A / (B - A) * (B - A) = -A := div_mul_cancel₀ _ hBA.ne'
  have hk := key _ hτ.le hτ1
  generalize -A / (B - A) = τ at hτ hτ1 e hk
  have hneg : A + τ * B / 2 < 0 := by nlinarith [mul_neg_of_pos_of_neg hτ hA']
  exact absurd hk (not_le.2 (mul_neg_of_pos_of_neg hτ hneg))
```

## (d) From an eigenvector gradient to an eigenvector step

**Task.** Suppose $HN=-g$ and $Hg=\mu g$. Show that $HN=\mu N$.

**Solution.** Let $w=HN-\mu N$. Then
$$Hw=H(-g)-\mu HN=-\mu g+\mu g=0,$$
so $\langle w,Hw\rangle=0$, and positive definiteness forces $w=0$. Lean assumes $w\ne0$ and reaches $0<0$.

```lean
/-- If a positive definite Hessian maps the gradient to `μ` times itself, it also maps the Newton
step to `μ` times itself. -/
theorem newton_eigen {H : E →ₗ[ℝ] E} (hH : IsPosDefHessian H) {g N : E} {μ : ℝ}
    (hN : H N = -g) (hg : H g = μ • g) : H N = μ • N := by
  by_contra h
  have hp := hH.2 _ (sub_ne_zero.2 h)
  have hz : H (H N - μ • N) = 0 := by
    rw [map_sub, map_smul, hN, map_neg, hg]
    module
  rw [hz, inner_zero_right] at hp
  exact lt_irrefl _ hp
```

## (e) When shortening is optimal

**Task.** Let $HN=-g$ and $0<D<\|N\|$. Show that $s$ is a ball minimiser if and only if $g$ is an eigenvector of $H$.

**Solution.** Put $t=D/\|N\|$, so $0<t<1$ and $s=tN$. Then $Hs=-tg$, and the model gradient at $s$ is
$$g+Hs=(1-t)g .$$

*Optimality implies the eigenvector property.* First, $g\ne0$, since otherwise $\langle N,HN\rangle=0$ with $N\neq0$. Compare $s$ with the steepest-descent point $x=-(D/\|g\|)\,g$, which has length $D$. Part (c) gives $(1-t)\langle g,x-s\rangle\ge0$. Since $1-t>0$ and $\langle g,x\rangle=-D\|g\|$, it follows that $\langle g,s\rangle\le-D\|g\|$. Therefore
$$\big\|Dg+\|g\|s\big\|^2=2D^2\|g\|^2+2D\|g\|\langle g,s\rangle\le0,$$
so $Dg=-\|g\|s$: the gradient is antiparallel to the step. Applying $H$ gives $D\,Hg=\|g\|\,t\,g$, that is,
$$Hg=\frac{\|g\|}{\|N\|}\,g .$$

*The eigenvector property implies optimality.* If $Hg=\mu g$, then (d) gives $HN=\mu N$. From $0<\langle N,HN\rangle=\mu\|N\|^2$ we get $\mu>0$, and $g=-\mu N$. Take $\|x\|\le D$ and let $d=x-s$. By Cauchy-Schwarz,
$$\langle N,d\rangle=\langle N,x\rangle-\|N\|D\le0,$$
so $\langle g,d\rangle=-\mu\langle N,d\rangle\ge0$. Part (b) now gives
$$m(x)=m(s)+(1-t)\langle g,d\rangle+\tfrac12\langle d,Hd\rangle\ge m(s).$$

The Lean statement is an equivalence between `IsBallMinimiser` for the shortened step and the existence of a real `μ` with `Module.End.HasEigenvector H μ g`, a notion that includes $g\neq0$. In the proof, `hgrad` is the formula for the model gradient and `hz` is the antiparallel relation. The eigenvalue supplied, `D⁻¹ * (‖g‖ * (D / ‖N‖))`, simplifies to $\|g\|/\|N\|$. In the second half, `hC` is the Cauchy-Schwarz bound, and the last `linarith` collects the terms of the expansion.

```lean
/-- For a positive definite Hessian, a Newton step longer than `D`, shortened to the radius `D`,
minimises the quadratic model over the ball if and only if the gradient is an eigenvector of the
Hessian. -/
theorem scaledStep_optimal_iff {H : E →ₗ[ℝ] E} (hH : IsPosDefHessian H) {g N : E} {D : ℝ}
    (hN : H N = -g) (hD : 0 < D) (hDN : D < ‖N‖) :
    IsBallMinimiser H g D (scaledStep D N) ↔ ∃ μ : ℝ, Module.End.HasEigenvector H μ g := by
  have hNp : 0 < ‖N‖ := hD.trans hDN
  have hN0 : N ≠ 0 := norm_pos_iff.1 hNp
  have hsn := norm_scaledStep hD hNp
  have ht1 : 0 < 1 - D / ‖N‖ := sub_pos.2 ((div_lt_one hNp).2 hDN)
  have hHs : H (scaledStep D N) = -((D / ‖N‖) • g) := by
    unfold scaledStep
    rw [map_smul, hN, smul_neg]
  have hgrad : g + H (scaledStep D N) = (1 - D / ‖N‖) • g := by
    rw [hHs]
    module
  constructor
  · intro hmin
    have hg0 : g ≠ 0 := by
      intro h
      have hp := hH.2 N hN0
      rw [hN, h, neg_zero, inner_zero_right] at hp
      exact lt_irrefl _ hp
    have hgp : 0 < ‖g‖ := norm_pos_iff.2 hg0
    -- compare with the steepest-descent point of the sphere
    have hx : ‖-scaledStep D g‖ ≤ D := by rw [norm_neg, norm_scaledStep hD hgp]
    have h1 := first_order hH hmin hx
    rw [hgrad, real_inner_smul_left] at h1
    have h2 := nonneg_of_mul_nonneg_right h1 ht1
    have h3 : ⟪g, -scaledStep D g⟫_ℝ = -(D * ‖g‖) := by
      unfold scaledStep
      rw [inner_neg_right, real_inner_smul_right, real_inner_self_eq_norm_sq]
      field_simp
    rw [inner_sub_right, h3] at h2
    -- equality in Cauchy-Schwarz: the gradient is antiparallel to the step
    have hz : D • g + ‖g‖ • scaledStep D N = 0 := by
      have hsq : ‖D • g + ‖g‖ • scaledStep D N‖ ^ 2 ≤ 0 := by
        rw [norm_add_sq_real, norm_smul, norm_smul, real_inner_smul_left,
          real_inner_smul_right, hsn, Real.norm_of_nonneg hD.le, norm_norm]
        nlinarith [mul_nonneg (mul_pos hD hgp).le h2]
      exact norm_eq_zero.1 (pow_eq_zero_iff two_ne_zero |>.1 (le_antisymm hsq (sq_nonneg _)))
    have hHz := congrArg H hz
    rw [map_add, map_smul, map_smul, hHs, map_zero, smul_neg, smul_smul,
      ← sub_eq_add_neg, sub_eq_zero] at hHz
    refine ⟨D⁻¹ * (‖g‖ * (D / ‖N‖)), Module.End.mem_eigenspace_iff.2 ?_, hg0⟩
    rw [← smul_smul, ← hHz, smul_smul, inv_mul_cancel₀ hD.ne', one_smul]
  · rintro ⟨μ, hμ⟩
    have hNe := newton_eigen hH hN hμ.apply_eq_smul
    have hμp : 0 < μ := by
      have hp := hH.2 N hN0
      rw [hNe, real_inner_smul_right] at hp
      exact pos_of_mul_pos_left hp real_inner_self_nonneg
    have hgN : g = -(μ • N) := by rw [← hNe, hN, neg_neg]
    refine ⟨hsn.le, fun x hx => ?_⟩
    have hexp := model_add hH.1 g (scaledStep D N) (x - scaledStep D N)
    rw [add_sub_cancel, hgrad, real_inner_smul_left] at hexp
    have hB : 0 ≤ ⟪x - scaledStep D N, H (x - scaledStep D N)⟫_ℝ := by
      by_cases h : x - scaledStep D N = 0
      · simp [h]
      · exact (hH.2 _ h).le
    -- no point of the ball reaches further along N than the shortened step
    have hC : ⟪N, x - scaledStep D N⟫_ℝ ≤ 0 := by
      have h1 : ⟪N, scaledStep D N⟫_ℝ = ‖N‖ * D := by
        unfold scaledStep
        rw [real_inner_smul_right, real_inner_self_eq_norm_sq]
        field_simp
      rw [inner_sub_right, h1]
      linarith [real_inner_le_norm N x, mul_le_mul_of_nonneg_left hx hNp.le]
    have hG : 0 ≤ ⟪g, x - scaledStep D N⟫_ℝ := by
      rw [hgN, inner_neg_left, real_inner_smul_left]
      linarith [mul_nonneg hμp.le (neg_nonneg.2 hC)]
    linarith [mul_nonneg ht1.le hG]
```

## (f) Sums of eigenvectors

**Task.** Let $H$ be symmetric, $u,v\neq0$, $Hu=au$, $Hv=bv$ and $H(u+v)=c(u+v)$. Show that $a=b$.

**Solution.** Suppose $a\ne b$. Symmetry gives $a\langle u,v\rangle=\langle Hu,v\rangle=\langle u,Hv\rangle=b\langle u,v\rangle$, so $\langle u,v\rangle=0$. Taking the inner product of $au+bv=c(u+v)$ with $u$ and then with $v$ gives $a\|u\|^2=c\|u\|^2$ and $b\|v\|^2=c\|v\|^2$. Hence $a=c=b$, a contradiction. The two projections are `ku` and `kv`. Positive definiteness is not used.

```lean
/-- If two eigenvectors of a symmetric Hessian have a sum that is mapped to a multiple of
itself, their eigenvalues coincide. -/
theorem same_curvature {H : E →ₗ[ℝ] E} (hH : H.IsSymmetric) {u v : E} {a b c : ℝ}
    (hu : u ≠ 0) (hv : v ≠ 0) (hau : H u = a • u) (hbv : H v = b • v)
    (hc : H (u + v) = c • (u + v)) : a = b := by
  by_contra hab
  have o : ⟪u, v⟫_ℝ = 0 := by
    have h := hH u v
    rw [hau, hbv, real_inner_smul_left, real_inner_smul_right] at h
    exact (mul_eq_zero.1 (by linarith : (a - b) * ⟪u, v⟫_ℝ = 0)).resolve_left
      (sub_ne_zero.2 hab)
  have o' : ⟪v, u⟫_ℝ = 0 := by rw [real_inner_comm, o]
  rw [map_add, hau, hbv] at hc
  -- project onto each of the two orthogonal directions
  have ku := congrArg (fun z => ⟪u, z⟫_ℝ) hc
  have kv := congrArg (fun z => ⟪v, z⟫_ℝ) hc
  simp only [inner_add_right, real_inner_smul_right, o, o'] at ku kv
  have huu : ⟪u, u⟫_ℝ ≠ 0 := inner_self_ne_zero.2 hu
  have hvv : ⟪v, v⟫_ℝ ≠ 0 := inner_self_ne_zero.2 hv
  have h1 : a = c := mul_right_cancel₀ huu (by linarith)
  have h2 : b = c := mul_right_cancel₀ hvv (by linarith)
  exact hab (h1.trans h2.symm)
```

## (g) Two different curvatures leave room for improvement

**Task.** Let $N=u+v$ with $u,v\ne0$, $Hu=au$, $Hv=bv$, $a\neq b$ and $0<D<\|N\|$. Show that some step in the ball has strictly lower model energy than the shortened Newton step.

**Solution.** The gradient belonging to this Newton step is $g=-HN=-(au+bv)$. If no step were better, $s$ would be a ball minimiser. Then $g$ would be an eigenvector by (e), $HN$ would be a multiple of $N$ by (d), and $a=b$ by (f), against the assumption. The argument, by hand and in Lean, shows that a better step exists without constructing it.

```lean
/-- If the Newton step is the sum of two eigenvectors with different curvatures, some step in
the ball gives a strictly lower model energy than the shortened Newton step. -/
theorem exists_better_step {H : E →ₗ[ℝ] E} (hH : IsPosDefHessian H) {u v : E} {a b D : ℝ}
    (hu : u ≠ 0) (hv : v ≠ 0) (hau : H u = a • u) (hbv : H v = b • v) (hab : a ≠ b)
    (hD : 0 < D) (hDN : D < ‖u + v‖) :
    ∃ x, ‖x‖ ≤ D ∧
      model H (-(a • u + b • v)) x < model H (-(a • u + b • v)) (scaledStep D (u + v)) := by
  by_contra hno
  have hN : H (u + v) = -(-(a • u + b • v)) := by rw [map_add, hau, hbv, neg_neg]
  have hmin : IsBallMinimiser H (-(a • u + b • v)) D (scaledStep D (u + v)) :=
    ⟨(norm_scaledStep hD (hD.trans hDN)).le,
      fun x hx => not_lt.1 fun hlt => hno ⟨x, hx, hlt⟩⟩
  obtain ⟨μ, hμ⟩ := (scaledStep_optimal_iff hH hN hD hDN).1 hmin
  exact hab (same_curvature hH.1 hu hv hau hbv (newton_eigen hH hN hμ.apply_eq_smul))
```

## (h) Hessians for which shortening is always optimal

**Task.** Show that the shortened step is a ball minimiser for all $g$, $N$ and $D$ with $HN=-g$ and $0<D<\|N\|$ if and only if $H$ is a multiple of the identity.

**Solution.** Assume that shortening is always optimal. Given $x\ne0$, take $N=x$, $g=-Hx$ and $D=\|x\|/2$. By (e) and (d), $Hx$ is a multiple of $x$. Now fix $u\neq0$ with $Hu=au$. For any $x\ne0$ with $Hx=bx$, the vector $u+x$ is also mapped to a multiple of itself, so (f) gives $b=a$. Hence $Hx=ax$ for every $x$. If $E$ contains only the zero vector, any constant will do.

Conversely, let $Hx=cx$ for all $x$. Then $Hg=cg$, and $g\neq0$ because $N\ne0$, so (e) applies.

In Lean, `hev` states that every vector is mapped to a multiple of itself, and `same_curvature` makes the multiples agree.

```lean
/-- For a positive definite Hessian, shortening the Newton step is optimal for every gradient that
has a Newton step and every positive radius below its length if and only if the Hessian is a
multiple of the identity. -/
theorem always_optimal_iff {H : E →ₗ[ℝ] E} (hH : IsPosDefHessian H) :
    (∀ (g N : E) (D : ℝ), H N = -g → 0 < D → D < ‖N‖ →
      IsBallMinimiser H g D (scaledStep D N)) ↔ ∃ c : ℝ, ∀ x, H x = c • x := by
  constructor
  · intro hall
    -- every direction is an eigendirection
    have hev : ∀ x : E, ∃ c : ℝ, H x = c • x := by
      intro x
      by_cases hx : x = 0
      · exact ⟨0, by simp [hx]⟩
      have hp : 0 < ‖x‖ := norm_pos_iff.2 hx
      have hN : H x = -(-H x) := (neg_neg _).symm
      obtain ⟨μ, hμ⟩ := (scaledStep_optimal_iff hH hN (half_pos hp) (half_lt_self hp)).1
        (hall _ _ _ hN (half_pos hp) (half_lt_self hp))
      exact ⟨μ, newton_eigen hH hN hμ.apply_eq_smul⟩
    by_cases hE : ∃ u : E, u ≠ 0
    · obtain ⟨u, hu⟩ := hE
      obtain ⟨a, ha⟩ := hev u
      refine ⟨a, fun x => ?_⟩
      by_cases hx : x = 0
      · simp [hx]
      obtain ⟨b, hb⟩ := hev x
      obtain ⟨c, hc⟩ := hev (u + x)
      rw [hb, same_curvature hH.1 hu hx ha hb hc]
    · refine ⟨0, fun x => ?_⟩
      have hx : x = 0 := not_not.1 fun h => hE ⟨x, h⟩
      simp [hx]
  · rintro ⟨c, hc⟩ g N D hN hD hDN
    refine (scaledStep_optimal_iff hH hN hD hDN).2
      ⟨c, Module.End.mem_eigenspace_iff.2 (hc g), fun h => ?_⟩
    have hp := hH.2 N (norm_pos_iff.1 (hD.trans hDN))
    rw [hN, h, neg_zero, inner_zero_right] at hp
    exact lt_irrefl _ hp

end

end ScaledNewtonStep
```

```lean
#print axioms ScaledNewtonStep.scaledStep_optimal_iff
-- 'ScaledNewtonStep.scaledStep_optimal_iff' depends on axioms: [propext, Classical.choice, Quot.sound]
#print axioms ScaledNewtonStep.exists_better_step
-- 'ScaledNewtonStep.exists_better_step' depends on axioms: [propext, Classical.choice, Quot.sound]
#print axioms ScaledNewtonStep.always_optimal_iff
-- 'ScaledNewtonStep.always_optimal_iff' depends on axioms: [propext, Classical.choice, Quot.sound]
```

## A matrix version of the statement

The Hessian could also be a symmetric positive definite $n\times n$ matrix, with $N$ defined as $-H^{-1}g$. The Newton equation would then be a consequence of the definition, and (h) would range over every gradient in $\mathbb R^n$ without a separate condition that a Newton step exists. In exchange, the result would be confined to finite dimension and to the Euclidean length in the chosen coordinates, which is the mass-weighted length if the coordinates are mass-weighted. The abstract inner product covers mass-weighted lengths without a change of coordinates, provided that $g$ and $H$ are taken with respect to that same inner product.
